# Two-sided perturbation bounds for the classical quartic oscillator

## A truncated series with no error estimate

A vibrational coordinate slow enough to move classically can be treated as harmonic, with its quartic stiffening added as a perturbation. Without an error bound, the corrected number says nothing about its own quality. Let $k$ be the force constant, $g$ the quartic coefficient and $\beta=1/(k_BT)$. The expansion parameter is $\lambda=g/(\beta k^2)$. At $\lambda=0.5$ the first-order estimate of the ratio of partition functions is $1-3\lambda=-0.5$, although a ratio of positive integrals is positive. The second-order estimate is about $12.6$, although a stiffer potential can only lower the integral.

Going to higher order does not cure this. The magnitudes of successive terms have ratio $(4n+1)(4n+3)\lambda/(n+1)$, which grows without limit, so the series diverges for every $g>0$. A truncation is still useful if its error can be shown to be small.

## The ratio and its bounds

For $\beta,k>0$ and $g\ge0$, define

$$Z_g=\int_{-\infty}^{\infty}e^{-\beta(kx^2/2+gx^4)}\,dx,\qquad R=\frac{Z_g}{Z_0}.$$

Then

$$1-\frac{3g}{\beta k^2}\le R\le 1-\frac{3g}{\beta k^2}+\frac{105g^2}{2\beta^2k^4}.$$

This is the second-order case of a statement at every order. Write

$$a_n=\frac{1\cdot3\cdots(4n-1)}{n!}\lambda^n,\qquad S_N=\sum_{n=0}^{N-1}(-1)^na_n,$$

with $a_0=1$. For every $N\ge0$,

$$0\le(-1)^N(R-S_N)\le a_N.$$

The error never has the sign opposite to that of the first omitted term, and it is no larger than that term. For $N=0$ this reads $0\le R\le1$.

In free-energy perturbation, $R$ is the average of $e^{-\beta gx^4}$ over the harmonic ensemble, so the result bounds the anharmonic correction to a harmonic reference for a single classical coordinate.

## Derivation from Gaussian moments

Put $b=\beta k/2$ and $M_n=\int x^{2n}e^{-bx^2}dx$. The derivative

$$\frac{d}{dx}\left(x^{2n+1}e^{-bx^2}\right)=(2n+1)x^{2n}e^{-bx^2}-2b\,x^{2n+2}e^{-bx^2}$$

integrates to zero, so $M_{n+1}=\frac{2n+1}{2b}M_n$. By induction,

$$M_n=\frac{1\cdot3\cdots(2n-1)}{(2b)^n}M_0.$$

Since $2b=\beta k$, the harmonic averages needed at second order are $\langle x^4\rangle_0=3/(\beta k)^2$ and $\langle x^8\rangle_0=105/(\beta k)^4$.

Next, for $t\ge0$, let

$$r_N(t)=(-1)^N\left(e^{-t}-\sum_{n=0}^{N-1}\frac{(-t)^n}{n!}\right).$$

Here $r_0(t)=e^{-t}\ge0$, while $r_{N+1}(0)=0$ and $r_{N+1}'=r_N$. If $r_N\ge0$ on $t\ge0$, then $r_{N+1}$ increases from zero, so it is nonnegative too. Hence every $r_N$ is nonnegative.

Set $t=\beta gx^4$, multiply by $e^{-bx^2}$ and integrate. The $n$-th term of the polynomial gives

$$\frac{(-\beta g)^n}{n!}M_{2n}=(-1)^na_nM_0.$$

Because $M_0=Z_0>0$, division by $Z_0$ yields $0\le(-1)^N(R-S_N)$. The same inequality at order $N+1$ is

$$0\le(-1)^{N+1}\left(R-S_N-(-1)^Na_N\right)=a_N-(-1)^N(R-S_N),$$

which is the upper bound on the error. For $N=2$, $a_1=3\lambda$ and $a_2=105\lambda^2/2$ give the displayed bounds on $R$.

## Correcting one mode of a harmonic reference

Suppose an energy scan along a mode of large effective mass, slow enough to be classical, is fitted by $kx^2/2+gx^4$, with $k=50$ kJ mol$^{-1}$ Å$^{-2}$ and $g=10$ kJ mol$^{-1}$ Å$^{-4}$, and let $k_BT$ correspond to $2.5$ kJ mol$^{-1}$. Then $\lambda=0.01$ and

$$0.97\le R\le0.97525.$$

The free-energy shift is $-\beta^{-1}\ln R$. Taking logarithms places it between about $0.063$ and $0.076$ kJ mol$^{-1}$. The next term, $a_3=1732.5\,\lambda^3$, raises the lower bound on $R$ to about $0.9735$ and reduces the upper value of the shift to about $0.067$ kJ mol$^{-1}$. The upper bound on the shift needs a positive lower bound on $R$, which at second order means $\lambda<1/3$.

## How the Lean definitions encode the oscillator

`partitionFunction β k g` is the integral $Z_g$ over the whole real line. It is the configuration integral only; the momentum factor of the full classical partition function cancels in the ratio. `anharmonicRatio` is $R$. The quartic term is $gx^4$ without a factorial, so a fourth derivative $f_4$ of the potential at the minimum enters as $g=f_4/24$.

`perturbationTerm β k g n` is the magnitude $a_n$, with the alternating sign written separately in the theorems. Its product over `range (2 * n)` runs through the odd numbers from $1$ to $4n-1$, and a sum over `range N` contains the orders $0$ to $N-1$.

The hypotheses `0 < β` and `0 < k` stand for a positive temperature and a harmonic minimum, and `0 ≤ g` for a quartic term that does not soften the well. For $g<0$ the Boltzmann factor grows at large $|x|$ and the integral diverges.

`perturbation_series_envelops` is the statement at every order, and `quartic_correction_bounds` is its second-order case. `freeEnergyShift` names $-\beta^{-1}\ln R$ but appears in no theorem, so the logarithmic conversion above rests on ordinary algebra.

The step from this model to a molecule or crystal is the assumption that the mode separates from all others and moves classically in exactly this potential. Cubic terms and mode coupling would change the integral itself. The classical treatment requires $\hbar\sqrt{k/m}$ to be small compared with $k_BT$, where $m$ is the effective mass of the mode; otherwise a quantum partition function must replace the integral.

## The complete file

```lean
import Mathlib

open MeasureTheory Finset

namespace QuarticAnharmonicCorrection

noncomputable section

/-- Classical configuration integral of the potential `k x²/2 + g x⁴` at inverse temperature `β`,
when the integral converges. -/
def partitionFunction (β k g : ℝ) : ℝ :=
  ∫ x : ℝ, Real.exp (-β * (k * x ^ 2 / 2 + g * x ^ 4))

/-- Ratio of the anharmonic to the harmonic partition function, for `β, k > 0` and `g ≥ 0`. -/
def anharmonicRatio (β k g : ℝ) : ℝ :=
  partitionFunction β k g / partitionFunction β k 0

/-- Magnitude of the `n`-th perturbation term, `(1·3·5⋯(4n-1)) / n! · (g/(β k²))ⁿ`, for `β, k > 0`
and `g ≥ 0`. -/
def perturbationTerm (β k g : ℝ) (n : ℕ) : ℝ :=
  (∏ j ∈ range (2 * n), (2 * (j : ℝ) + 1)) / (n.factorial : ℝ) * (g / (β * k ^ 2)) ^ n

/-- Free-energy shift `-log R / β` caused by the quartic term, for `β, k > 0` and `g ≥ 0`. -/
def freeEnergyShift (β k g : ℝ) : ℝ := -Real.log (anharmonicRatio β k g) / β

/-- Every power of the coordinate is integrable against a Gaussian weight with `b > 0`. -/
theorem integrable_moment {b : ℝ} (hb : 0 < b) (n : ℕ) :
    Integrable (fun x : ℝ => x ^ n * Real.exp (-b * x ^ 2)) := by
  have hn : (0 : ℝ) ≤ n := Nat.cast_nonneg n
  have h := integrable_rpow_mul_exp_neg_mul_sq hb (s := (n : ℝ)) (by linarith)
  simpa only [Real.rpow_natCast] using h

/-- Even moments of the Gaussian weight `exp(-b x²)` with `b > 0`: the `2n`-th moment is
`1·3⋯(2n-1)/(2b)ⁿ` times the normalisation integral. -/
theorem gaussian_moment {b : ℝ} (hb : 0 < b) (n : ℕ) :
    ∫ x : ℝ, x ^ (2 * n) * Real.exp (-b * x ^ 2) =
      (∏ j ∈ range n, (2 * (j : ℝ) + 1)) / (2 * b) ^ n * ∫ x : ℝ, Real.exp (-b * x ^ 2) := by
  induction n with
  | zero => simp
  | succ n ih =>
    have i1 := (integrable_moment hb (2 * n)).const_mul (2 * (n : ℝ) + 1)
    have i2 := (integrable_moment hb (2 * (n + 1))).const_mul (2 * b)
    -- the total derivative of `x^(2n+1) exp(-b x²)` integrates to zero
    have key : ∫ x : ℝ, ((2 * (n : ℝ) + 1) * (x ^ (2 * n) * Real.exp (-b * x ^ 2))
        - 2 * b * (x ^ (2 * (n + 1)) * Real.exp (-b * x ^ 2))) = 0 := by
      refine integral_eq_zero_of_hasDerivAt_of_integrable
        (f := fun x : ℝ => x ^ (2 * n + 1) * Real.exp (-b * x ^ 2))
        (fun x => ?_) (i1.sub i2) (integrable_moment hb _)
      refine ((hasDerivAt_pow (2 * n + 1) x).fun_mul
        (((hasDerivAt_pow 2 x).const_mul (-b)).exp)).congr_deriv ?_
      simp only [Nat.add_sub_cancel, Nat.cast_ofNat, Nat.reduceSub, pow_one]
      push_cast
      ring
    rw [integral_sub i1 i2, integral_const_mul, integral_const_mul, ih] at key
    rw [prod_range_succ, pow_succ]
    have h2 : 2 * b ≠ 0 := by positivity
    apply mul_left_cancel₀ h2
    field_simp at key ⊢
    linarith

/-- For `t ≥ 0` the Taylor polynomials of `exp(-t)` are alternately lower and upper bounds for it.
-/
theorem exp_neg_alternating (N : ℕ) : ∀ t : ℝ, 0 ≤ t →
    0 ≤ (-1) ^ N * (Real.exp (-t) - ∑ n ∈ range N, (-t) ^ n / (n.factorial : ℝ)) := by
  have hS : ∀ (M : ℕ) (t : ℝ), HasDerivAt
      (fun s : ℝ => ∑ n ∈ range (M + 1), (-s) ^ n / (n.factorial : ℝ))
      (-∑ n ∈ range M, (-t) ^ n / (n.factorial : ℝ)) t := by
    intro M t
    induction M with
    | zero => simpa using hasDerivAt_const t (1 : ℝ)
    | succ M ih =>
      have h1 : ((M + 1 : ℕ) : ℝ) ≠ 0 := Nat.cast_ne_zero.mpr (Nat.succ_ne_zero M)
      have hp : HasDerivAt (fun s : ℝ => (-s) ^ (M + 1) / ((M + 1).factorial : ℝ))
          (-((-t) ^ M / (M.factorial : ℝ))) t := by
        refine (((hasDerivAt_id' t).fun_neg.fun_pow (M + 1)).div_const _).congr_deriv ?_
        simp only [Nat.add_sub_cancel]
        rw [Nat.factorial_succ, Nat.cast_mul, mul_assoc, mul_div_mul_left _ _ h1]
        ring
      have e : (fun s : ℝ => ∑ n ∈ range (M + 1 + 1), (-s) ^ n / (n.factorial : ℝ)) =
          fun s => (∑ n ∈ range (M + 1), (-s) ^ n / (n.factorial : ℝ))
            + (-s) ^ (M + 1) / ((M + 1).factorial : ℝ) := funext fun s => sum_range_succ _ _
      rw [e]
      refine (ih.fun_add hp).congr_deriv ?_
      rw [sum_range_succ]
      ring
  induction N with
  | zero => intro t _; simp [Real.exp_nonneg]
  | succ N ih =>
    -- the remainder at order `N+1` vanishes at 0 and its derivative is the previous remainder
    have hd : ∀ t : ℝ, HasDerivAt (fun s : ℝ => (-1) ^ (N + 1) *
        (Real.exp (-s) - ∑ n ∈ range (N + 1), (-s) ^ n / (n.factorial : ℝ)))
        ((-1) ^ N * (Real.exp (-t) - ∑ n ∈ range N, (-t) ^ n / (n.factorial : ℝ))) t := by
      intro t
      refine (((hasDerivAt_id' t).fun_neg.exp.fun_sub (hS N t)).const_mul _).congr_deriv ?_
      ring
    have hm := monotoneOn_of_deriv_nonneg (convex_Ici (0 : ℝ))
      (fun x _ => (hd x).continuousAt.continuousWithinAt)
      (fun x _ => (hd x).differentiableAt.differentiableWithinAt)
      (fun x hx => by rw [(hd x).deriv]; exact ih x (interior_subset hx))
    intro t ht
    have h0 : (-1 : ℝ) ^ (N + 1) * (Real.exp (-0) -
        ∑ n ∈ range (N + 1), (-0 : ℝ) ^ n / (n.factorial : ℝ)) = 0 := by
      simp [sum_range_succ']
    exact h0.symm.le.trans (hm (Set.mem_Ici.mpr le_rfl) (Set.mem_Ici.mpr ht) ht)

/-- For `β, k > 0` the harmonic partition function is a Gaussian integral and is positive. -/
theorem harmonic_partition {β k : ℝ} (hβ : 0 < β) (hk : 0 < k) :
    partitionFunction β k 0 = ∫ x : ℝ, Real.exp (-(β * k / 2) * x ^ 2) ∧
      0 < partitionFunction β k 0 := by
  have h : partitionFunction β k 0 = ∫ x : ℝ, Real.exp (-(β * k / 2) * x ^ 2) :=
    integral_congr_ae (Filter.Eventually.of_forall fun x => by
      dsimp only
      congr 1
      ring)
  refine ⟨h, ?_⟩
  rw [h, integral_gaussian]
  positivity

/-- The Boltzmann factor of the quartic oscillator is integrable for `β, k > 0`, `g ≥ 0`. -/
theorem integrable_boltzmann {β k g : ℝ} (hβ : 0 < β) (hk : 0 < k) (hg : 0 ≤ g) :
    Integrable (fun x : ℝ => Real.exp (-β * (k * x ^ 2 / 2 + g * x ^ 4))) := by
  refine (integrable_exp_neg_mul_sq (show 0 < β * k / 2 by positivity)).mono'
    (Continuous.aestronglyMeasurable (by fun_prop)) (Filter.Eventually.of_forall fun x => ?_)
  rw [Real.norm_eq_abs, Real.abs_exp, Real.exp_le_exp]
  have h : 0 ≤ β * (g * x ^ 4) := by positivity
  linarith

/-- For `β, k > 0`, the Taylor polynomial of `exp(-β g x⁴)` times the harmonic Boltzmann
factor is integrable, and integrates to the truncated perturbation series times the harmonic
partition function. -/
theorem truncated_integral {β k : ℝ} (hβ : 0 < β) (hk : 0 < k) (g : ℝ) (N : ℕ) :
    Integrable (fun x : ℝ => (∑ n ∈ range N, (-(β * g * x ^ 4)) ^ n / (n.factorial : ℝ)) *
      Real.exp (-(β * k / 2) * x ^ 2)) ∧
    ∫ x : ℝ, (∑ n ∈ range N, (-(β * g * x ^ 4)) ^ n / (n.factorial : ℝ)) *
      Real.exp (-(β * k / 2) * x ^ 2) =
      (∑ n ∈ range N, (-1) ^ n * perturbationTerm β k g n) * partitionFunction β k 0 := by
  have hb : 0 < β * k / 2 := by positivity
  have hfun : (fun x : ℝ => (∑ n ∈ range N, (-(β * g * x ^ 4)) ^ n / (n.factorial : ℝ)) *
      Real.exp (-(β * k / 2) * x ^ 2)) = fun x => ∑ n ∈ range N,
      (-(β * g)) ^ n / (n.factorial : ℝ) *
        (x ^ (2 * (2 * n)) * Real.exp (-(β * k / 2) * x ^ 2)) := by
    funext x
    rw [sum_mul]
    refine sum_congr rfl fun n _ => ?_
    rw [show -(β * g * x ^ 4) = -(β * g) * x ^ 4 by ring, mul_pow, ← pow_mul,
      show 2 * (2 * n) = 4 * n by ring]
    ring
  have hi : ∀ n ∈ range N, Integrable (fun x : ℝ => (-(β * g)) ^ n / (n.factorial : ℝ) *
      (x ^ (2 * (2 * n)) * Real.exp (-(β * k / 2) * x ^ 2))) :=
    fun n _ => (integrable_moment hb _).const_mul _
  rw [hfun]
  refine ⟨MeasureTheory.integrable_finsetSum _ hi, ?_⟩
  rw [MeasureTheory.integral_finsetSum _ hi, (harmonic_partition hβ hk).1, sum_mul]
  refine sum_congr rfl fun n _ => ?_
  rw [integral_const_mul, gaussian_moment hb, perturbationTerm]
  have hbase : -(β * g) / (2 * (β * k / 2)) ^ 2 = -1 * (g / (β * k ^ 2)) := by
    rw [show 2 * (β * k / 2) = β * k by ring, mul_div_assoc',
      div_eq_div_iff (by positivity) (by positivity)]
    ring
  have hpow : (-(β * g)) ^ n / (2 * (β * k / 2)) ^ (2 * n) =
      (-1) ^ n * (g / (β * k ^ 2)) ^ n := by
    rw [pow_mul, ← div_pow, ← mul_pow, hbase]
  linear_combination ((∏ j ∈ range (2 * n), (2 * (j : ℝ) + 1)) / (n.factorial : ℝ) *
    ∫ x : ℝ, Real.exp (-(β * k / 2) * x ^ 2)) * hpow

/-- For `β, k > 0` and `g ≥ 0` the perturbation series envelops the exact ratio: at every order the
truncation error never has the sign opposite to that of the first omitted term, and it is at most as
large as that term. -/
theorem perturbation_series_envelops {β k g : ℝ} (hβ : 0 < β) (hk : 0 < k) (hg : 0 ≤ g)
    (N : ℕ) :
    0 ≤ (-1) ^ N * (anharmonicRatio β k g -
      ∑ n ∈ range N, (-1) ^ n * perturbationTerm β k g n) ∧
    (-1) ^ N * (anharmonicRatio β k g -
      ∑ n ∈ range N, (-1) ^ n * perturbationTerm β k g n) ≤ perturbationTerm β k g N := by
  have hZ := (harmonic_partition hβ hk).2
  have low : ∀ M : ℕ, 0 ≤ (-1) ^ M * (anharmonicRatio β k g -
      ∑ n ∈ range M, (-1) ^ n * perturbationTerm β k g n) := by
    intro M
    obtain ⟨hI, hE⟩ := truncated_integral hβ hk g M
    -- integrate the pointwise Taylor bound against the harmonic weight
    have h : 0 ≤ ∫ x : ℝ, (-1) ^ M * (Real.exp (-β * (k * x ^ 2 / 2 + g * x ^ 4)) -
        (∑ n ∈ range M, (-(β * g * x ^ 4)) ^ n / (n.factorial : ℝ)) *
          Real.exp (-(β * k / 2) * x ^ 2)) := by
      refine integral_nonneg fun x => ?_
      have hw : Real.exp (-β * (k * x ^ 2 / 2 + g * x ^ 4)) =
          Real.exp (-(β * g * x ^ 4)) * Real.exp (-(β * k / 2) * x ^ 2) := by
        rw [← Real.exp_add]
        congr 1
        ring
      dsimp only [Pi.zero_apply]
      rw [hw, ← sub_mul, ← mul_assoc]
      exact mul_nonneg (exp_neg_alternating M _ (by positivity)) (Real.exp_nonneg _)
    rw [integral_const_mul, integral_sub (integrable_boltzmann hβ hk hg) hI, hE] at h
    change 0 ≤ (-1) ^ M * (partitionFunction β k g - _) at h
    have h' := div_nonneg h hZ.le
    rwa [mul_div_assoc, sub_div, mul_div_cancel_right₀ _ hZ.ne'] at h'
  refine ⟨low N, ?_⟩
  -- the sign of the next remainder bounds the present one
  have h := low (N + 1)
  rw [sum_range_succ, pow_succ] at h
  rcases neg_one_pow_eq_or ℝ N with hs | hs <;> rw [hs] at h ⊢ <;> linarith

/-- Second-order bounds on the partition-function ratio for `β, k > 0` and `g ≥ 0`. -/
theorem quartic_correction_bounds {β k g : ℝ} (hβ : 0 < β) (hk : 0 < k) (hg : 0 ≤ g) :
    1 - 3 * g / (β * k ^ 2) ≤ anharmonicRatio β k g ∧
    anharmonicRatio β k g ≤
      1 - 3 * g / (β * k ^ 2) + 105 * g ^ 2 / (2 * β ^ 2 * k ^ 4) := by
  have h := perturbation_series_envelops hβ hk hg 2
  have a0 : perturbationTerm β k g 0 = 1 := by simp [perturbationTerm]
  have a1 : perturbationTerm β k g 1 = 3 * g / (β * k ^ 2) := by
    have p : ∏ j ∈ range (2 * 1), (2 * (j : ℝ) + 1) = 3 := by norm_num [prod_range_succ]
    have f : ((Nat.factorial 1 : ℕ) : ℝ) = 1 := by norm_num [Nat.factorial]
    rw [perturbationTerm, p, f]
    ring
  have a2 : perturbationTerm β k g 2 = 105 * g ^ 2 / (2 * β ^ 2 * k ^ 4) := by
    have p : ∏ j ∈ range (2 * 2), (2 * (j : ℝ) + 1) = 105 := by norm_num [prod_range_succ]
    have f : ((Nat.factorial 2 : ℕ) : ℝ) = 2 := by norm_num [Nat.factorial]
    rw [perturbationTerm, p, f]
    ring
  rw [sum_range_succ, sum_range_succ, sum_range_zero, a0, a1, a2] at h
  constructor <;> linarith [h.1, h.2]

end

end QuarticAnharmonicCorrection
```

```lean
#print axioms QuarticAnharmonicCorrection.quartic_correction_bounds
```

```
'QuarticAnharmonicCorrection.quartic_correction_bounds' depends on axioms: [propext, Classical.choice, Quot.sound]
```

## From moments to the enveloping series in Lean

`integrable_moment` shows that a power of $x$ times a Gaussian is integrable. `gaussian_moment` then carries out the moment recursion by induction. Its intermediate result `key` is the vanishing integral of the total derivative, supplied by `integral_eq_zero_of_hasDerivAt_of_integrable`. Splitting that integral and inserting the induction hypothesis gives the next moment.

`exp_neg_alternating` proves $r_N\ge0$. The auxiliary statement `hS` differentiates the Taylor polynomial, and `hd` records $r_{N+1}'=r_N$. The lemma `monotoneOn_of_deriv_nonneg` turns the nonnegative derivative into monotonicity on $t\ge0$, and `h0` gives the value zero at the origin.

`harmonic_partition` identifies $Z_0$ with a Gaussian integral and proves it positive. `integrable_boltzmann` bounds the full Boltzmann factor by the harmonic one, which is where $g\ge0$ ensures convergence. `truncated_integral` exchanges the finite sum with the integral and applies the moment formula. Its equation `hpow` collects the powers of $\beta$, $k$ and $g$ into $\lambda^n$.

In `perturbation_series_envelops`, the intermediate claim `low` is the sign statement at an arbitrary order $M$. It factors the Boltzmann weight, integrates the pointwise inequality with `integral_nonneg`, and divides by $Z_0$. Applying `low` at $N+1$ and separating the last term of the sum gives the bound on the size of the error; the two cases from `neg_one_pow_eq_or` are even and odd $N$.

`quartic_correction_bounds` sets $N=2$. The equations `a0`, `a1` and `a2` evaluate the three terms, and `linarith` rearranges the resulting inequalities into the two bounds on $R$.
